# For an invertible matrix $W$ of orbital-energy differences, the dielectric matrix and the orbital Hessian relative to $W$ have the same real eigenvalues $m \neq 1$

## One rotation, one or two density coefficients

Take a single occupied–virtual orbital pair with energy gap $w > 0$. A rotation of amplitude $x$ that mixes the two orbitals changes a single density coefficient by $vx$ to first order, and a density change $y$ changes the potential by $\phi y$, with constant factors absorbed in $\phi$. Two numbers describe the neighbourhood of a self-consistent field (SCF) solution. The dielectric factor $\varepsilon = 1 + v^2\phi/w$ governs how a density error passes through one SCF cycle, and the curvature of the energy along the rotation is proportional to $h = w + v^2\phi$. They are related by $h = \varepsilon w$, so the value $m = \varepsilon$ solves $hx = mwx$ with $x \neq 0$.

Now add a second density coefficient that the rotation does not touch, and set the gap, the coupling and the kernel to one. The map from rotations to densities is the column $V = (1,0)^T$, the dielectric matrix is $1 + VV^T = \mathrm{diag}(2,1)$, and the Hessian is $h = 1 + V^TV = 2$. The eigenvalue $2$ appears on both sides. The eigenvalue $1$, with eigenvector $(0,1)^T$, belongs to the density side alone, because $2x = x$ forces $x = 0$. The general result has this shape: the two problems share every real eigenvalue except possibly $1$.

## Response, dielectric matrix and Hessian

Let there be $n$ occupied–virtual pairs and $k$ density coefficients. A real orbital rotation is a vector $x \in \mathbb{R}^n$ and a density change is a vector $y \in \mathbb{R}^k$. Three real matrices define the model.

- $W$ is $n \times n$ and holds the orbital-energy differences. In canonical orbitals it is diagonal, with virtual minus occupied energies as entries. Positive definiteness of $W$ then says that in every pair the virtual level lies above the occupied one.
- $V$ is $k \times n$ and gives the first-order density change $y = Vx$.
- $f$ is the $k \times k$ kernel. It turns a density change $y$ into a potential change $u = fy$, written in the basis dual to the density basis, so that $V^Tu$ lists the occupied–virtual matrix elements of the potential. Factors from spin and from the two equal cross terms of real orbitals are absorbed in $f$.

First-order perturbation theory turns an input density error $y$ into the rotation $-W^{-1}V^Tfy$, and hence into the output density error
$$y_{\text{out}} = -\chi f y, \qquad \chi = VW^{-1}V^T .$$
The matrix $\chi$ is minus the usual independent-particle response, up to the positive factor absorbed in $f$; with this sign it is positive semidefinite when $W$ is positive definite. The residual of the cycle is $y_{\text{out}} - y = -\varepsilon y$, with the dielectric matrix
$$\varepsilon = 1 + \chi f .$$
Simple mixing with parameter $\alpha$ replaces $y$ by $y + \alpha(y_{\text{out}} - y) = (1 - \alpha\varepsilon)y$.

The second-order energy change under a rotation is proportional to $x^TWx + (Vx)^Tf(Vx) = x^THx$, with the orbital Hessian
$$H = W + V^TfV .$$
Positive definiteness of $H$ implies that the SCF solution is a strict local minimum with respect to real rotations; the converse can fail, since a strict minimum may have a singular positive semidefinite Hessian. These identifications motivate the definitions; the theorems below take $W$, $V$ and $f$ as given matrices.

## The eigenvalue correspondence and two consequences

**Theorem.** Let $W$ be invertible, $V$ and $f$ arbitrary, and $m \neq 1$ real. Then $\varepsilon y = my$ for some $y \neq 0$ if and only if $Hx = mWx$ for some $x \neq 0$. This holds in particular for symmetric positive definite $W$.

A physical kernel is symmetric, but the equivalence does not use that property.

If both $W$ and $H$ are symmetric positive definite, two consequences follow. Every real eigenvalue of $\varepsilon$ is positive, and for $\alpha > 0$ every real eigenvalue $r$ of $1 - \alpha\varepsilon$ satisfies $r < 1$.

For a gapped, finite-basis model with real orbitals and a density kernel, linearised at the solution, this connects density mixing with energy minimisation over rotations. The real eigenvalues of $\varepsilon$ other than $1$ are the real eigenvalues other than $1$ of the Hessian preconditioned by the orbital-energy differences, $W^{-1}H$.

## Reduction to the products $VB$ and $BV$

Write $B = W^{-1}V^Tf$, an $n \times k$ matrix, and $\mu = m - 1$.

*Density side.* Since $\varepsilon = 1 + VB$, the equation $\varepsilon y = my$ reads $y + VBy = my$, which is
$$VB\,y = \mu y .$$

*Orbital side.* Because $WW^{-1} = 1$, we have $W\,(BV) = V^TfV$, so $H = W(1 + BV)$. The equation $Hx = mWx$ becomes $W(x + BVx) = W(mx)$. Multiplying by $W^{-1}$ cancels $W$, and multiplying by $W$ restores it, so the equation is equivalent to
$$BV\,x = \mu x .$$

*Swapping the factors.* Let $P$ and $Q$ be rectangular matrices such that $PQ$ and $QP$ are both defined, and suppose $PQ\,y = \mu y$ with $y \neq 0$ and $\mu \neq 0$. Set $z = Qy$. If $z$ were zero, then $\mu y = Pz = 0$, which contradicts $\mu \neq 0$ and $y \neq 0$. Moreover
$$QP\,z = Q(PQ\,y) = Q(\mu y) = \mu z .$$
So $\mu$ is an eigenvalue of $QP$ with eigenvector $z$.

*Both directions.* With $P = V$ and $Q = B$, an eigenvector $y$ of $\varepsilon$ gives $x = W^{-1}V^Tfy$, which is minus the rotation that the density error $y$ induces. With $P = B$ and $Q = V$, a solution $x$ of the Hessian problem gives $y = Vx$, the density change of that rotation. The condition $m \neq 1$ enters only to keep these images nonzero.

*Positivity.* Let $m$ be a real eigenvalue of $\varepsilon$. If $m = 1$ it is positive. Otherwise there is $x \neq 0$ with $Hx = mWx$, so $x^THx = m\,x^TWx$. Both quadratic forms are positive, and $m \le 0$ would make the right side nonpositive, so $m > 0$.

*Mixing.* If $(1 - \alpha\varepsilon)y = ry$ with $y \neq 0$ and $\alpha > 0$, then $\alpha\varepsilon y = (1 - r)y$, so $\varepsilon y = \alpha^{-1}(1-r)\,y$. Positivity gives $\alpha^{-1}(1-r) > 0$, and multiplying by $\alpha$ gives $r < 1$.

## Two rotations and one density coefficient, in numbers

Take $W = \mathrm{diag}(1,2)$, $V = (1,\ 2)$ and $f = 1$. Then $\chi = 1^2/1 + 2^2/2 = 3$ and $\varepsilon = 4$. The Hessian is
$$H = \begin{pmatrix}1&0\\0&2\end{pmatrix} + \begin{pmatrix}1&2\\2&4\end{pmatrix} = \begin{pmatrix}2&2\\2&6\end{pmatrix},$$
and
$$\det(H - mW) = (2-m)(6-2m) - 4 = 2(m-1)(m-4).$$
The root $m = 4$ matches $\varepsilon$. From $y = 1$ the construction gives $x = W^{-1}V^Tfy = (1,1)^T$, or $(1,1)^T/\sqrt2$ at unit length, and $Hx = (4,8)^T = 4\,(1,2)^T = 4Wx$. The root $m = 1$ has $x = (2,-1)^T/\sqrt5$ with $Vx = 0$. This rotation leaves the density coefficient unchanged and gives no eigenvalue of $\varepsilon$, so here the exception at $m = 1$ falls on the orbital side.

$H$ has a positive diagonal and determinant $8$, so it is positive definite, and the mixing factor $r = 1 - 4\alpha$ is below one for all $\alpha > 0$. At $\alpha = 1/4$ the error vanishes in one step. At $\alpha = 1$ the factor is $-3$ and the error grows with alternating sign, so $r < 1$ does not amount to convergence. Changing the kernel to $f = -1/2$ gives $\varepsilon = -1/2$ and a Hessian of determinant $\tfrac12 \cdot 0 - (-1)^2 = -1$, which is indefinite. The factor $r = 1 + \alpha/2$ then exceeds one for every positive $\alpha$.

## The Lean file

```lean
import Mathlib

open Matrix

namespace DielectricOrbitalHessian

noncomputable section

variable {n k : Type*} [Fintype n] [Fintype k] [DecidableEq n] [DecidableEq k]

/-- The matrix `V W⁻¹ Vᵀ` (minus the uncoupled response, up to a positive factor), built from the
orbital-energy differences `W` and the map `V` from orbital rotations to density coefficients. -/
def response (W : Matrix n n ℝ) (V : Matrix k n ℝ) : Matrix k k ℝ :=
  V * W⁻¹ * Vᵀ

/-- The dielectric matrix `1 + V W⁻¹ Vᵀ f` for the kernel `f`. -/
def dielectric (W : Matrix n n ℝ) (V : Matrix k n ℝ) (f : Matrix k k ℝ) : Matrix k k ℝ :=
  1 + response W V * f

/-- The orbital Hessian `W + Vᵀ f V`. -/
def orbitalHessian (W : Matrix n n ℝ) (V : Matrix k n ℝ) (f : Matrix k k ℝ) : Matrix n n ℝ :=
  W + Vᵀ * f * V

/-- `m` is a real eigenvalue of `A`: `A y = m y` for some nonzero `y`. -/
def IsEigenvalue (A : Matrix k k ℝ) (m : ℝ) : Prop :=
  ∃ y : k → ℝ, y ≠ 0 ∧ A *ᵥ y = m • y

/-- `m` is a generalized eigenvalue of the pair `(H, W)`: `H x = m W x` for some nonzero `x`. -/
def IsGenEigenvalue (H W : Matrix n n ℝ) (m : ℝ) : Prop :=
  ∃ x : n → ℝ, x ≠ 0 ∧ H *ᵥ x = m • (W *ᵥ x)

omit [DecidableEq n] [DecidableEq k] in
/-- A nonzero eigenvalue of the product `A B` of rectangular matrices is an eigenvalue
of `B A`. -/
theorem eigenvalue_mul_swap (A : Matrix k n ℝ) (B : Matrix n k ℝ) {μ : ℝ} (hμ : μ ≠ 0)
    (h : IsEigenvalue (A * B) μ) : IsEigenvalue (B * A) μ := by
  obtain ⟨y, hy, hAB⟩ := h
  rw [← Matrix.mulVec_mulVec] at hAB
  refine ⟨B *ᵥ y, ?_, ?_⟩
  · -- `B y = 0` would force `μ y = 0`
    intro h0
    rw [h0, Matrix.mulVec_zero] at hAB
    rcases smul_eq_zero.mp hAB.symm with h1 | h1
    · exact hμ h1
    · exact hy h1
  · rw [← Matrix.mulVec_mulVec, hAB, Matrix.mulVec_smul]

/-- `m` is an eigenvalue of the dielectric matrix exactly when `m - 1` is an eigenvalue of
`V (W⁻¹ Vᵀ f)`. -/
theorem dielectric_eigenvalue_iff_shift (W : Matrix n n ℝ) (V : Matrix k n ℝ)
    (f : Matrix k k ℝ) (m : ℝ) :
    IsEigenvalue (dielectric W V f) m ↔ IsEigenvalue (V * (W⁻¹ * Vᵀ * f)) (m - 1) := by
  have hE : dielectric W V f = 1 + V * (W⁻¹ * Vᵀ * f) := by
    simp only [dielectric, response, Matrix.mul_assoc]
  refine exists_congr fun y => and_congr_right fun _ => ?_
  rw [hE, Matrix.add_mulVec, Matrix.one_mulVec, sub_smul, one_smul, eq_sub_iff_add_eq,
    add_comm]

omit [DecidableEq k] in
/-- For invertible `W`, `m` is a generalized eigenvalue of the orbital Hessian relative to `W`
exactly when `m - 1` is an eigenvalue of `(W⁻¹ Vᵀ f) V`. -/
theorem hessian_genEigenvalue_iff_shift (W : Matrix n n ℝ) (hW : IsUnit W.det)
    (V : Matrix k n ℝ) (f : Matrix k k ℝ) (m : ℝ) :
    IsGenEigenvalue (orbitalHessian W V f) W m ↔
      IsEigenvalue (W⁻¹ * Vᵀ * f * V) (m - 1) := by
  -- factor the Hessian as `W (1 + W⁻¹ Vᵀ f V)`
  have hH : orbitalHessian W V f = W * (1 + W⁻¹ * Vᵀ * f * V) := by
    have h1 : W * (W⁻¹ * Vᵀ * f * V) = (W * W⁻¹) * (Vᵀ * f * V) := by
      simp only [Matrix.mul_assoc]
    rw [Matrix.mul_add, Matrix.mul_one, h1, Matrix.mul_nonsing_inv W hW, Matrix.one_mul,
      orbitalHessian]
  -- `W` can be cancelled
  have hinj : ∀ a b : n → ℝ, W *ᵥ a = W *ᵥ b ↔ a = b := by
    intro a b
    constructor
    · intro h
      have h2 : W⁻¹ *ᵥ (W *ᵥ a) = W⁻¹ *ᵥ (W *ᵥ b) := by rw [h]
      rwa [Matrix.mulVec_mulVec, Matrix.mulVec_mulVec, Matrix.nonsing_inv_mul W hW,
        Matrix.one_mulVec, Matrix.one_mulVec] at h2
    · intro h
      rw [h]
  refine exists_congr fun x => and_congr_right fun _ => ?_
  rw [hH, ← Matrix.mulVec_mulVec, ← Matrix.mulVec_smul, hinj, Matrix.add_mulVec,
    Matrix.one_mulVec, sub_smul, one_smul, eq_sub_iff_add_eq, add_comm]

/-- For invertible `W`, any kernel `f` and `m ≠ 1`, `m` is an eigenvalue of the dielectric
matrix exactly when `(W + Vᵀ f V) x = m W x` for some nonzero `x`. -/
theorem dielectric_eigenvalue_iff_hessian (W : Matrix n n ℝ) (hW : IsUnit W.det)
    (V : Matrix k n ℝ) (f : Matrix k k ℝ) {m : ℝ} (hm : m ≠ 1) :
    IsEigenvalue (dielectric W V f) m ↔ IsGenEigenvalue (orbitalHessian W V f) W m := by
  rw [dielectric_eigenvalue_iff_shift, hessian_genEigenvalue_iff_shift W hW]
  have hμ : m - 1 ≠ 0 := sub_ne_zero.mpr hm
  exact ⟨eigenvalue_mul_swap _ _ hμ, eigenvalue_mul_swap _ _ hμ⟩

/-- For symmetric positive definite orbital-energy differences `W` and `m ≠ 1`, `m` is an
eigenvalue of `1 + V W⁻¹ Vᵀ f` exactly when `(W + Vᵀ f V) x = m W x` for some nonzero `x`. -/
theorem dielectric_eigenvalue_iff_hessian_of_posDef (W : Matrix n n ℝ) (hW : W.PosDef)
    (V : Matrix k n ℝ) (f : Matrix k k ℝ) {m : ℝ} (hm : m ≠ 1) :
    IsEigenvalue (dielectric W V f) m ↔ IsGenEigenvalue (orbitalHessian W V f) W m :=
  dielectric_eigenvalue_iff_hessian W ((Matrix.isUnit_iff_isUnit_det W).mp hW.isUnit) V f hm

/-- If `W` and the orbital Hessian are positive definite, every real eigenvalue of the
dielectric matrix is positive. -/
theorem dielectric_eigenvalue_pos (W : Matrix n n ℝ) (hW : W.PosDef)
    (V : Matrix k n ℝ) (f : Matrix k k ℝ) (hH : (orbitalHessian W V f).PosDef) {m : ℝ}
    (h : IsEigenvalue (dielectric W V f) m) : 0 < m := by
  by_cases hm : m = 1
  · rw [hm]
    exact one_pos
  obtain ⟨x, hx, hxe⟩ := (dielectric_eigenvalue_iff_hessian_of_posDef W hW V f hm).mp h
  have h1 := hH.dotProduct_mulVec_pos hx
  have h2 := hW.dotProduct_mulVec_pos hx
  -- `xᵀ H x = m xᵀ W x` with both quadratic forms positive
  rw [hxe, dotProduct_smul, smul_eq_mul] at h1
  by_contra hneg
  have h3 : m ≤ 0 := not_lt.mp hneg
  nlinarith [mul_nonneg (neg_nonneg.mpr h3) h2.le]

/-- If `W` and the orbital Hessian are positive definite and the mixing parameter `α` is
positive, every real eigenvalue of the simple-mixing iteration matrix `1 - α ε` is below one. -/
theorem simple_mixing_eigenvalue_lt_one (W : Matrix n n ℝ) (hW : W.PosDef)
    (V : Matrix k n ℝ) (f : Matrix k k ℝ) (hH : (orbitalHessian W V f).PosDef) {α r : ℝ}
    (hα : 0 < α) (h : IsEigenvalue (1 - α • dielectric W V f) r) : r < 1 := by
  obtain ⟨y, hy, hye⟩ := h
  rw [Matrix.sub_mulVec, Matrix.one_mulVec, Matrix.smul_mulVec] at hye
  -- the same vector is an eigenvector of `ε` with eigenvalue `(1 - r) / α`
  have h1 : α • (dielectric W V f *ᵥ y) = (1 - r) • y := by
    rw [sub_smul, one_smul, ← hye]
    abel
  have h2 : dielectric W V f *ᵥ y = (α⁻¹ * (1 - r)) • y := by
    rw [mul_smul, ← h1, smul_smul, inv_mul_cancel₀ hα.ne', one_smul]
  have h3 := dielectric_eigenvalue_pos W hW V f hH ⟨y, hy, h2⟩
  have h4 := mul_pos hα h3
  rw [← mul_assoc, mul_inv_cancel₀ hα.ne', one_mul] at h4
  linarith

/-- For `W = (1)`, `V = (1, 0)ᵀ` and `f = 1`, the value `m = 1` is an eigenvalue of the
dielectric matrix but not a generalized eigenvalue of the orbital Hessian relative to `W`. -/
theorem eigenvalue_one_exception :
    IsEigenvalue (dielectric (1 : Matrix (Fin 1) (Fin 1) ℝ) !![1; 0]
      (1 : Matrix (Fin 2) (Fin 2) ℝ)) 1 ∧
    ¬ IsGenEigenvalue (orbitalHessian (1 : Matrix (Fin 1) (Fin 1) ℝ) !![1; 0]
      (1 : Matrix (Fin 2) (Fin 2) ℝ)) 1 1 := by
  constructor
  · refine ⟨![0, 1], ?_, ?_⟩
    · intro h
      have h1 := congrFun h 1
      simp at h1
    · have hVV : (!![1; 0] : Matrix (Fin 2) (Fin 1) ℝ) * (!![1; 0] : Matrix (Fin 2) (Fin 1) ℝ)ᵀ
          = !![1, 0; 0, 0] := by
        ext i j
        rw [Matrix.mul_apply, Fin.sum_univ_one, Matrix.transpose_apply]
        fin_cases i <;> fin_cases j <;> simp
      rw [dielectric, response, inv_one, Matrix.mul_one, Matrix.mul_one, hVV, Matrix.add_mulVec,
        Matrix.one_mulVec]
      ext i
      fin_cases i <;>
        simp
  · rintro ⟨x, hx, h⟩
    apply hx
    rw [orbitalHessian, Matrix.mul_one, Matrix.add_mulVec, Matrix.one_mulVec, one_smul] at h
    have h0 := congrFun h 0
    ext i
    fin_cases i
    simpa [Matrix.mulVec, dotProduct, Matrix.mul_apply, Fin.sum_univ_succ] using h0

end

end DielectricOrbitalHessian
```

```lean
#print axioms DielectricOrbitalHessian.dielectric_eigenvalue_pos
-- 'DielectricOrbitalHessian.dielectric_eigenvalue_pos' depends on axioms: [propext, Classical.choice, Quot.sound]
#print axioms DielectricOrbitalHessian.simple_mixing_eigenvalue_lt_one
-- 'DielectricOrbitalHessian.simple_mixing_eigenvalue_lt_one' depends on axioms: [propext, Classical.choice, Quot.sound]
#print axioms DielectricOrbitalHessian.eigenvalue_one_exception
-- 'DielectricOrbitalHessian.eigenvalue_one_exception' depends on axioms: [propext, Classical.choice, Quot.sound]
```

## Definitions and hypotheses in Lean

The types `n` and `k` are finite index sets, for the occupied–virtual pairs and the density coefficients. Vectors are functions `n → ℝ` and `k → ℝ`, `*ᵥ` is the matrix–vector product and `•` is multiplication by a real number. The definitions `response`, `dielectric` and `orbitalHessian` are $\chi$, $\varepsilon$ and $H$ with the signs fixed above. `IsEigenvalue A m` asks for a real nonzero $y$ with $Ay = my$, and `IsGenEigenvalue H W m` asks for a real nonzero $x$ with $Hx = mWx$. No normalisation is imposed on either vector.

Invertibility is written `IsUnit W.det`, a nonzero determinant. Mathlib sets `W⁻¹` to zero for a singular matrix, so this hypothesis is what gives `response` its meaning. `W.PosDef` means symmetric with $x^TWx > 0$ for $x \neq 0$; nothing requires $W$ to be diagonal. The theorem `dielectric_eigenvalue_iff_hessian` is the equivalence for invertible $W$, and `dielectric_eigenvalue_iff_hessian_of_posDef` is the positive definite case. In both, `f` carries no hypothesis. In `dielectric_eigenvalue_pos` and `simple_mixing_eigenvalue_lt_one`, the hypothesis `hH` assumes that $H$ is positive definite, which includes its symmetry. Stability of the SCF solution is thus an input.

The sizes $n$ and $k$ are unrelated, and either index set may be empty. With no rotations $\varepsilon$ is the identity, and with no density coefficients $H = W$; in both cases each side of the equivalence is false for $m \neq 1$.

The statements concern the existence of real eigenvalues. They say nothing on multiplicities or on complex eigenvalues, which an unsymmetric $f$ can produce. The mixing theorem bounds $r$ from above only, and decay of the error also needs $r > -1$, which restricts $\alpha$ by the largest eigenvalue of $\varepsilon$. Fractional occupations, complex rotations and the nonlinear SCF map are not modelled. The perturbative origin of $\chi$ and $H$, the numerical example above and the remarks of this paragraph are arguments in the text with no theorem behind them in the file.

## Swap lemma and the two shifts

`eigenvalue_mul_swap` is the swap of factors, with `A` and `B` in the roles of $P$ and $Q$. It supplies `B *ᵥ y` as the new eigenvector. In the first branch, the assumption that this vector is zero turns `hAB` into $\mu y = 0$, and `smul_eq_zero` splits that into $\mu = 0$ or $y = 0$, each excluded. The second branch is the line $Q(PQ\,y) = Q(\mu y) = \mu\,Qy$.

`dielectric_eigenvalue_iff_shift` is the density side. The equation `hE` regroups $\varepsilon$ as $1 + V(W^{-1}V^Tf)$. The step `exists_congr fun y => and_congr_right` keeps the same nonzero $y$ on both sides and leaves only the equivalence of $y + VBy = my$ with $VBy = (m-1)y$. The lemma has no hypothesis on $W$, since it only moves the identity across the equation.

`hessian_genEigenvalue_iff_shift` is the orbital side and the one place where invertibility acts. Its internal `hH` is the factorisation $H = W(1 + BV)$, which uses $WW^{-1} = 1$ through `Matrix.mul_nonsing_inv`. `hinj` is the cancellation of $W$, obtained by applying $W^{-1}$ and using `Matrix.nonsing_inv_mul`. The last rewrite brings both sides to the form $W(\cdots)$, cancels $W$ and shifts by one.

The main theorem rewrites with the two shifts and applies the swap lemma once in each direction, with `hμ : m - 1 ≠ 0`. In the second application the index types exchange roles. The positive definite version derives the determinant condition from `hW.isUnit`.

## Positivity, mixing and the value $m = 1$

`dielectric_eigenvalue_pos` treats $m = 1$ directly and otherwise obtains $x$ from the equivalence. Here `h1` and `h2` are $x^THx > 0$ and $x^TWx > 0$, and after substitution `h1` reads $m\,x^TWx > 0$. Assuming $m \le 0$, the term handed to `nlinarith` is $(-m)\,x^TWx \ge 0$, which contradicts `h1`.

`simple_mixing_eigenvalue_lt_one` reuses the eigenvector $y$. Its `h1` is $\alpha\varepsilon y = (1-r)y$ and `h2` is the division by $\alpha$. `h3` is the positivity of $\alpha^{-1}(1-r)$, and `h4` multiplies it by $\alpha$ to give $1 - r > 0$.

`eigenvalue_one_exception` is the opening example with one rotation and two density coefficients, indexed $0$ and $1$ as in `Fin 2`. The eigenvector `![0, 1]` has unit length and is nonzero at index $1$. `hVV` computes $VV^T = \mathrm{diag}(1,0)$, which annihilates that vector, so $\varepsilon y = y$. For the second half, $Hx = Wx$ reduces to $x + V^TVx = x$ with $V^TV = (1)$, and component $0$ gives $x_0 = 0$. With $W = (1)$ positive definite and $f$ symmetric, the equivalence therefore fails at $m = 1$ in this instance.
